# On one centre, the one-dimensional Obara–Saika recurrences are equivalent to the double-factorial formula for overlaps

To normalise a Gaussian primitive x^l exp(−a x²), I divide it by the square root of its overlap with itself, and I take that overlap from a formula with a double factorial in it. The same numbers should come out of the Obara–Saika recurrences. Write S(i,j) for the overlap of two primitives with powers i and j on the same centre. The recurrences then read

S(i+1,j) = c [ i S(i−1,j) + j S(i,j−1) ]

S(0,j+1) = c j S(0,j−1)

for all i, j ≥ 0, where c is a constant fixed by the exponents. The claim is that S(i,j) vanishes when i+j is odd, and that S(i,j) = (2n−1)!! cⁿ S(0,0) when i+j = 2n. I can check this for small powers, but I would like a rigorous argument for all of them, verified by a proof assistant. I would also like to see that the actual Gaussian integrals satisfy these recurrences. Can this be done?

## Only the total power matters

Yes, and the equivalence holds in both directions: an array satisfies the two recurrences exactly when it has the closed form. The key observation is that S(i,j) depends only on i+j:

S(i,j) = S(0,i+j).

This follows by induction on i, for all j at once. For i = 0 there is nothing to show. Suppose that it holds for every first index up to i. The first recurrence lowers one power in each term, so both terms have total power i+j−1, and the induction hypothesis moves all of it to the second function:

S(i+1,j) = c [ i S(0,i+j−1) + j S(0,i+j−1) ] = c (i+j) S(0,i+j−1).

By the second recurrence the right-hand side is S(0,i+j+1), which is the claim for i+1. If i or j is zero, the corresponding term has a zero prefactor and is absent. If both are zero, the equation says S(1,0) = 0 = S(0,1).

What remains is the first row. Write M(m) = S(0,m), so that

M(m+1) = c m M(m−1).

Setting m = 0 gives M(1) = 0. Each further odd entry is a multiple of the odd entry before it, so all of them vanish. For the even entries, m = 2n+1 gives

M(2n+2) = c (2n+1) M(2n).

Starting from M(0), each step contributes one factor c and the next odd number, so

M(2n) = (2n−1)!! cⁿ M(0), with (−1)!! = 1.

Since M(0) = S(0,0), this is the formula.

For the converse, suppose that S has the closed form. Its values depend only on i+j, so again S(i,j) = M(i+j) with M(m) = S(0,m). The one-index recurrence holds for m = 0, because M(1) = 0 and the right-hand side has the factor 0. For even m > 0, both sides contain an odd entry and vanish. For m = 2n+1, it is the identity (2n+1)!! = (2n+1) (2n−1)!!. Splitting the factor i+j in

M(i+j+1) = c (i+j) M(i+j−1)

into i plus j gives back the first array recurrence, and the case i = 0 gives the second.

## Integration by parts supplies the constant

For primitives with exponents a and b, set p = a+b > 0. The product of the two functions is x^(i+j) exp(−p x²), so the overlap is the moment

M(m) = ∫ x^m exp(−p x²) dx, with m = i+j,

taken over the real line. Differentiation gives

d/dx [ x^m exp(−p x²) ] = m x^(m−1) exp(−p x²) − 2p x^(m+1) exp(−p x²).

The bracket vanishes at both ends of the line, so the integral of the left-hand side is zero. Hence

M(m+1) = (1/(2p)) m M(m−1),

which is the one-index recurrence with c = 1/(2(a+b)). Physically, c is the variance of the product Gaussian exp(−p x²) when that is read as a probability density. With M(0) = √(π/p), the overlaps for i+j = 2n are

S(i,j) = (2n−1)!! (1/(2(a+b)))ⁿ √(π/(a+b)).

For a = b and i = j = l, this is the self-overlap

S(l,l) = (2l−1)!! (1/(4a))^l √(π/(2a)).

The normalised primitive is therefore N x^l exp(−a x²) with N = S(l,l)^(−1/2). As an example with normalised functions, the primitives with powers 0 and 2 and the same exponent have overlap (1/(4a)) / √(3/(4a)²) = 1/√3.

## The Lean file

The following Lean 4 file, written over Mathlib, contains the equivalence, the integration by parts and the explicit overlaps.

```lean
import Mathlib

open MeasureTheory
open scoped Nat

namespace OneCentreObaraSaika

variable {R : Type*} [CommRing R]

/-- The Obara-Saika overlap recurrences for two functions on the same centre: one raises the
first power, the other raises the second power when the first is zero. -/
def OneCentreRecurrence (c : R) (S : ℕ → ℕ → R) : Prop :=
  (∀ i j, S (i + 1) j = c * (i * S (i - 1) j + j * S i (j - 1))) ∧
    ∀ j, S 0 (j + 1) = c * (j * S 0 (j - 1))

/-- The overlap integral over the real line of the primitives `x^i exp(-a x²)` and
`x^j exp(-b x²)`, for `a + b > 0`. -/
noncomputable def gaussianOverlap (a b : ℝ) (i j : ℕ) : ℝ :=
  ∫ x : ℝ, (x ^ i * Real.exp (-a * x ^ 2)) * (x ^ j * Real.exp (-b * x ^ 2))

/-- For a quantity that depends only on the total power, the two lowering terms of the
recurrence combine into a single one. -/
theorem lowering_terms_combine (M : ℕ → R) (i j : ℕ) :
    (i : R) * M (i - 1 + j) + j * M (i + (j - 1)) = ((i + j : ℕ) : R) * M (i + j - 1) := by
  have h1 : (i : R) * M (i - 1 + j) = i * M (i + j - 1) := by
    rcases Nat.eq_zero_or_pos i with rfl | h
    · simp
    · rw [show i - 1 + j = i + j - 1 by omega]
  have h2 : (j : R) * M (i + (j - 1)) = j * M (i + j - 1) := by
    rcases Nat.eq_zero_or_pos j with rfl | h
    · simp
    · rw [show i + (j - 1) = i + j - 1 by omega]
  rw [h1, h2]
  push_cast
  ring

/-- Moments obeying the one-index recurrence give an array, indexed by the two powers, that
obeys the one-centre recurrences. -/
theorem recurrence_of_moments {c : R} {M : ℕ → R}
    (hM : ∀ m : ℕ, M (m + 1) = c * (m * M (m - 1))) :
    OneCentreRecurrence c (fun i j => M (i + j)) := by
  refine ⟨fun i j => ?_, fun j => ?_⟩
  · change M (i + 1 + j) = c * (i * M (i - 1 + j) + j * M (i + (j - 1)))
    rw [lowering_terms_combine, show i + 1 + j = i + j + 1 by omega, hM]
  · change M (0 + (j + 1)) = c * (j * M (0 + (j - 1)))
    rw [zero_add, zero_add, hM]

/-- An array that obeys the one-centre recurrences depends only on the total power `i + j`. -/
theorem depends_on_total_power {c : R} {S : ℕ → ℕ → R} (h : OneCentreRecurrence c S)
    (i j : ℕ) : S i j = S 0 (i + j) := by
  induction i using Nat.strong_induction_on generalizing j with
  | _ i ih =>
    rcases i with _ | i
    · rw [zero_add]
    · -- lower once, move all powers to the second function, and raise again
      rw [h.1, ih (i - 1) (by omega), ih i (by omega), lowering_terms_combine (S 0),
        show i + 1 + j = i + j + 1 by omega, h.2]

/-- The odd double factorials grow by `(2n+1)!! = (2n+1) (2n-1)!!`, with the value one
for `n = 0` on the right. -/
theorem odd_doubleFactorial_succ (n : ℕ) :
    (2 * (n + 1) - 1)‼ = (2 * n + 1) * (2 * n - 1)‼ := by
  rcases n with _ | n
  · rfl
  · rw [show 2 * (n + 1 + 1) - 1 = (2 * n + 1) + 2 by omega,
      show 2 * (n + 1) - 1 = 2 * n + 1 by omega, Nat.doubleFactorial_add_two]
    ring

/-- An array obeys the one-centre recurrences exactly when it vanishes for odd total power and
equals `(2n-1)!! c^n S(0,0)` for total power `2n`, where `(-1)!! = 1`. -/
theorem recurrence_iff_closed_form (c : R) (S : ℕ → ℕ → R) :
    OneCentreRecurrence c S ↔
      (∀ i j, Odd (i + j) → S i j = 0) ∧
        ∀ i j n, i + j = 2 * n → S i j = ((2 * n - 1)‼ : ℕ) * c ^ n * S 0 0 := by
  constructor
  · intro h
    have hodd : ∀ n, S 0 (2 * n + 1) = 0 := by
      intro n
      induction n with
      | zero => rw [h.2]; simp
      | succ n ih =>
        rw [h.2, show 2 * (n + 1) - 1 = 2 * n + 1 by omega, ih]
        simp
    have heven : ∀ n, S 0 (2 * n) = ((2 * n - 1)‼ : ℕ) * c ^ n * S 0 0 := by
      intro n
      induction n with
      | zero => simp
      | succ n ih =>
        rw [odd_doubleFactorial_succ, show 2 * (n + 1) = 2 * n + 1 + 1 by omega, h.2,
          show 2 * n + 1 - 1 = 2 * n by omega, ih]
        push_cast
        ring
    refine ⟨fun i j ⟨n, hn⟩ => ?_, fun i j n hn => ?_⟩
    · rw [depends_on_total_power h, hn, hodd]
    · rw [depends_on_total_power h, hn, heven]
  · rintro ⟨hodd, heven⟩
    -- the closed form depends only on the total power
    have hS : S = fun i j => S 0 (i + j) := by
      funext i j
      rcases Nat.even_or_odd' (i + j) with ⟨n, hn | hn⟩
      · rw [heven i j n hn, heven 0 (i + j) n (by omega)]
      · rw [hodd i j ⟨n, hn⟩, hodd 0 (i + j) ⟨n, by omega⟩]
    rw [hS]
    apply recurrence_of_moments
    intro m
    rcases Nat.even_or_odd' m with ⟨n, rfl | rfl⟩
    · rw [hodd 0 (2 * n + 1) ⟨n, by omega⟩]
      rcases n with _ | n
      · simp
      · rw [hodd 0 (2 * (n + 1) - 1) ⟨n, by omega⟩]
        simp
    · rw [heven 0 (2 * n + 1 + 1) (n + 1) (by omega),
        heven 0 (2 * n + 1 - 1) n (by omega), odd_doubleFactorial_succ]
      push_cast
      ring

/-- Integration by parts lowers the power in a Gaussian moment by two. -/
theorem gaussian_moment_step {p : ℝ} (hp : 0 < p) (m : ℕ) :
    ∫ x : ℝ, x ^ (m + 1) * Real.exp (-p * x ^ 2) =
      1 / (2 * p) * (m * ∫ x : ℝ, x ^ (m - 1) * Real.exp (-p * x ^ 2)) := by
  have hi : ∀ k : ℕ, Integrable (fun x : ℝ => x ^ k * Real.exp (-p * x ^ 2)) := by
    intro k
    have hk : (-1 : ℝ) < k := by
      have := Nat.cast_nonneg (α := ℝ) k
      linarith
    simpa only [Real.rpow_natCast] using integrable_rpow_mul_exp_neg_mul_sq hp hk
  have hd : ∀ x : ℝ, HasDerivAt (fun y : ℝ => y ^ m * Real.exp (-p * y ^ 2))
      (m * (x ^ (m - 1) * Real.exp (-p * x ^ 2))
        - 2 * p * (x ^ (m + 1) * Real.exp (-p * x ^ 2))) x := by
    intro x
    have hg : HasDerivAt (fun y : ℝ => -p * y ^ 2) (-p * (2 * x)) x :=
      ((hasDerivAt_pow 2 x).const_mul (-p)).congr_deriv (by norm_num)
    exact ((hasDerivAt_pow m x).fun_mul hg.exp).congr_deriv (by ring)
  -- the integral of a total derivative vanishes
  have h0 := integral_eq_zero_of_hasDerivAt_of_integrable hd
    (((hi (m - 1)).const_mul _).sub ((hi (m + 1)).const_mul _)) (hi m)
  rw [integral_sub ((hi (m - 1)).const_mul _) ((hi (m + 1)).const_mul _),
    integral_const_mul, integral_const_mul] at h0
  rw [one_div, eq_inv_mul_iff_mul_eq₀ (by positivity)]
  linarith

/-- The overlap integrals of Gaussian primitives on one centre obey the one-centre recurrences
with `c = 1 / (2 (a + b))`. -/
theorem gaussianOverlap_witness {a b : ℝ} (hab : 0 < a + b) :
    OneCentreRecurrence (1 / (2 * (a + b))) (gaussianOverlap a b) := by
  have hS : gaussianOverlap a b =
      fun i j => ∫ x : ℝ, x ^ (i + j) * Real.exp (-(a + b) * x ^ 2) := by
    funext i j
    refine integral_congr_ae (.of_forall fun x => ?_)
    beta_reduce
    rw [show -(a + b) * x ^ 2 = -a * x ^ 2 + -b * x ^ 2 by ring, Real.exp_add]
    ring
  rw [hS]
  exact recurrence_of_moments
    (M := fun k => ∫ x : ℝ, x ^ k * Real.exp (-(a + b) * x ^ 2)) (gaussian_moment_step hab)

/-- The overlap of two Gaussian primitives on one centre with total power `2n` is
`(2n-1)!! / (2(a+b))^n` times `√(π/(a+b))`, where `(-1)!! = 1`. -/
theorem gaussianOverlap_even {a b : ℝ} (hab : 0 < a + b) {i j n : ℕ} (hn : i + j = 2 * n) :
    gaussianOverlap a b i j =
      ((2 * n - 1)‼ : ℕ) * (1 / (2 * (a + b))) ^ n * √(Real.pi / (a + b)) := by
  have h00 : gaussianOverlap a b 0 0 = √(Real.pi / (a + b)) := by
    rw [← integral_gaussian]
    refine integral_congr_ae (.of_forall fun x => ?_)
    beta_reduce
    rw [show -(a + b) * x ^ 2 = -a * x ^ 2 + -b * x ^ 2 by ring, Real.exp_add]
    ring
  rw [((recurrence_iff_closed_form _ _).1 (gaussianOverlap_witness hab)).2 i j n hn, h00]

/-- The self-overlap of the primitive `x^l exp(-a x²)` is `(2l-1)!! / (4a)^l` times
`√(π/(2a))`, where `(-1)!! = 1`. -/
theorem gaussian_self_overlap {a : ℝ} (ha : 0 < a) (l : ℕ) :
    gaussianOverlap a a l l =
      ((2 * l - 1)‼ : ℕ) * (1 / (4 * a)) ^ l * √(Real.pi / (2 * a)) := by
  rw [gaussianOverlap_even (by linarith) (show l + l = 2 * l by omega),
    show 2 * (a + a) = 4 * a by ring, show a + a = 2 * a by ring]

end OneCentreObaraSaika
```

```lean
#print axioms OneCentreObaraSaika.odd_doubleFactorial_succ
-- 'OneCentreObaraSaika.odd_doubleFactorial_succ' depends on axioms: [propext, Quot.sound]
#print axioms OneCentreObaraSaika.gaussian_self_overlap
-- 'OneCentreObaraSaika.gaussian_self_overlap' depends on axioms: [propext, Classical.choice, Quot.sound]
```

## What the definitions and theorems say

`OneCentreRecurrence c S` is the conjunction of your two recurrences. The array `S : ℕ → ℕ → R` takes the two powers as natural numbers, and its values lie in a commutative ring `R`. Your real array is the case `R = ℝ`. The general version costs nothing, because the argument never divides. In the abstract theorem `c` is any element of the ring.

Subtraction on natural numbers stops at zero in Lean. This is harmless here: a lowered index that would be negative always comes with the prefactor 0, and for n = 0 the expression `(2 * n - 1)‼` becomes `0‼ = 1`, which agrees with the convention (−1)!! = 1.

`recurrence_iff_closed_form` is the main statement. Its left side is the recurrence predicate. Its right side says that `S i j = 0` whenever `i + j` is odd, and that `S i j` has the double-factorial value whenever `i + j = 2 * n`. Your question is the direction from left to right. The value `S 0 0` stays free, since the recurrences determine an array only up to this starting value.

`gaussianOverlap a b i j` is the integral over the real line of the product of the two unnormalised primitives, both centred at the origin. `gaussianOverlap_witness` says that these integrals satisfy the recurrences with `c = 1 / (2 * (a + b))`. The hypothesis is `0 < a + b`, the condition for the product to decay; physical primitives have both exponents positive and so satisfy it. `gaussianOverlap_even` gives the explicit value for even total power, and `gaussian_self_overlap` gives the number needed for normalisation. The vanishing of the odd integrals has no theorem of its own, but it follows at once by combining `gaussianOverlap_witness` with the main equivalence.

The file treats one Cartesian direction and one common centre. For two different centres, the Obara–Saika recurrences have additional terms proportional to the signed displacements of the centre of the product Gaussian from the two original centres, and the parity rule fails in general. In electronic-structure calculations, the result bears on the normalisation of Cartesian Gaussian primitives and on their same-centre overlaps, one direction at a time; a three-dimensional overlap is the product of three such factors.

## How the Lean proof follows the derivation

`lowering_terms_combine` is the step in which i and j add up to i+j. For a quantity `M` that depends only on the total power, it merges the two lowering terms into one. The proof treats a zero index separately from a positive one: in the first case the prefactor removes the term, and in the second `omega` confirms that the two ways of writing the lowered index agree.

`depends_on_total_power` is the induction on i. It uses strong induction, because the recurrence for i+1 refers to both i and i−1, and it keeps `j` general, because the second power changes along the way. The final chain of rewrites has the same order as the calculation above. `h.1` lowers the power, the two uses of `ih` move everything to the second function, `lowering_terms_combine` adds the prefactors, and `h.2` rewrites S(0,i+j+1) on the other side of the goal into the same expression.

The forward half of `recurrence_iff_closed_form` then works along the first row. The facts `hodd` and `heven` are the two inductions for M(2n+1) and M(2n). The even one uses `odd_doubleFactorial_succ`, which is the identity (2n+1)!! = (2n+1) (2n−1)!!, and `ring` collects the powers of c. Afterwards `depends_on_total_power` carries both results from the first row to the whole array.

In the converse half, `hS` records that an array with the closed form depends only on `i + j`. The lemma `recurrence_of_moments` reduces the two array recurrences to the one-index recurrence, and this is checked separately for even and odd `m`, with m = 0 as a case of its own.

`gaussian_moment_step` is the integration by parts. In it, `hi` states that every power times the Gaussian is integrable, and `hd` computes the derivative of x^m exp(−p x²). The step `h0` uses a Mathlib theorem: if a function and its derivative are both integrable over the real line, the integral of the derivative is zero. This takes the place of the remark about the ends of the line. The remaining lines split the integral into its two terms and solve for the higher moment.

`gaussianOverlap_witness` merges the two exponentials into one with exponent a+b and passes the moment recurrence to `recurrence_of_moments`. `gaussianOverlap_even` applies the forward direction of the equivalence and inserts the s-type integral √(π/(a+b)), which Mathlib provides as `integral_gaussian`. Setting both exponents to `a` and both powers to `l` then gives `gaussian_self_overlap`.
